# Exact first and second derivatives of polynomials from hyper-dual numbers

Take a commutative ring with elements $x, a, b$, where $a^2 = b^2 = 0$, and square $x + a$. The result, $x^2 + 2xa$, carries the first derivative $2x$ of the square function as the coefficient of $a$, but the second-order term has vanished with $a^2$. With both increments,

$$(x+a+b)^2 = x^2 + 2x(a+b) + 2ab .$$

The conditions $a^2 = b^2 = 0$ do not remove the cross term, and its coefficient is the second derivative, $2$. For every polynomial $p$ over the ring,

$$p(x+a+b) = p(x) + p'(x)(a+b) + p''(x)\,ab .$$

This is an equality with no remainder and no step size. For a model potential energy that is polynomial in one coordinate, one evaluation gives the slope (minus the force) and the curvature (at a minimum, the force constant), provided the ring lets the coefficients of $a$, $b$ and $ab$ be read off.

## From one square-zero increment to two

Let $e^2 = 0$. The first-order rule is $p(x+e) = p(x) + p'(x)e$. It holds for constants, and it passes to sums. If it holds for $q$, then it holds for $p = qX$, where $X$ is the polynomial variable:

$$(q(x) + q'(x)e)(x+e) = q(x)x + (q'(x)x + q(x))e + q'(x)e^2 .$$

The last term is zero, and the coefficient of $e$ is $(qX)'$ at $x$. Every monomial is reached in this way, hence every polynomial.

Intermediate results of a computation have a general form $x + ua + vb + w\,ab$, with $u, v, w$ in the ring. Put $\delta = vb + w\,ab = (v+wa)b$, so that $\delta^2 = 0$; also $(ua)^2 = 0$. Applying the first-order rule with $\delta$ and then with $ua$ gives

$$\begin{aligned}
p(x+ua+\delta) &= p(x+ua) + p'(x+ua)\,\delta \\
&= p(x) + p'(x)ua + \bigl(p'(x) + p''(x)ua\bigr)(vb + w\,ab) \\
&= p(x) + p'(x)(ua+vb) + \bigl(p'(x)w + p''(x)uv\bigr)ab ,
\end{aligned}$$

because the remaining term, $p''(x)uw\,a^2b$, is zero. The choice $u=v=1$, $w=0$ gives the expansion above.

Division follows the same pattern. Let $xy = 1$ and $s = a+b$. Then $s^2 = 2ab$ and $s^3 = 0$, so the geometric series stops:

$$(x+s)(y - y^2s + y^3s^2) = 1 + y^3s^3 = 1 .$$

The inverse of $x+a+b$ is therefore $y - y^2(a+b) + 2y^3ab$.

The argument also extends to a polynomial $f(x,y)$ in two variables. Expanding first in $a$ and then in $b$ gives

$$f(x+a,\,y+b) = f + f_x\,a + f_y\,b + f_{xy}\,ab ,$$

with subscripts for partial derivatives and everything on the right taken at $(x,y)$. The coefficient of $ab$ is then a mixed second derivative, such as the coupling between two coordinates. The Lean development below treats one variable.

## The expansion over an arbitrary commutative ring

The ring `R` is arbitrary, `R[X]` is its polynomial ring, and `p.eval x` is $p(x)$. The expression `p.derivative` is the algebraic derivative, which agrees with the one from calculus over the real numbers.

```lean
import Mathlib

open Polynomial

namespace HyperDualDerivatives

noncomputable section

variable {R : Type*} [CommRing R]
```

The first-order rule is proved by the induction above. In the monomial case, `linear_combination` multiplies the induction hypothesis by $x+e$ and uses `he` to remove $q'(x)e^2$.

```lean
/-- First-order rule: a polynomial evaluated at `x + e` with `e² = 0` is its value at `x`
plus its derivative at `x` times `e`. -/
theorem eval_add_dual (p : R[X]) (x : R) {e : R} (he : e ^ 2 = 0) :
    p.eval (x + e) = p.eval x + p.derivative.eval x * e := by
  induction p using Polynomial.induction_on with
  | C c => simp
  | add p q hp hq =>
    simp only [eval_add, derivative_add]
    linear_combination hp + hq
  | monomial n c ih =>
    -- raise the degree by one factor of `X` and use the product rule
    have hX : (C c * X ^ (n + 1) : R[X]) = (C c * X ^ n) * X := by ring
    rw [hX]
    generalize (C c * X ^ n : R[X]) = q at ih ⊢
    simp only [derivative_mul, derivative_X, eval_mul, eval_add, eval_X, mul_one]
    linear_combination (x + e) * ih + q.derivative.eval x * he
```

The propagation rule first shows that the two increments square to zero, then applies the first-order rule three times: to $p$ at $x+ua$, and to $p$ and $p'$ at $x$. The final line removes the term in $a^2b$.

```lean
/-- Propagation rule: a polynomial acts on the hyper-dual argument `x + u a + v b + w ab`
through its value and its first two derivatives at `x`. -/
theorem eval_hyperdual (p : R[X]) (x u v w : R) {a b : R} (ha : a ^ 2 = 0) (hb : b ^ 2 = 0) :
    p.eval (x + u * a + v * b + w * (a * b)) =
      p.eval x + p.derivative.eval x * (u * a + v * b)
        + (p.derivative.eval x * w + p.derivative.derivative.eval x * u * v) * (a * b) := by
  -- the part containing `b` squares to zero, and so does `u a`
  have hb' : (v * b + w * (a * b)) ^ 2 = 0 := by
    linear_combination (v + w * a) ^ 2 * hb
  have ha' : (u * a) ^ 2 = 0 := by linear_combination u ^ 2 * ha
  have hx : x + u * a + v * b + w * (a * b) = (x + u * a) + (v * b + w * (a * b)) := by ring
  rw [hx, eval_add_dual p (x + u * a) hb', eval_add_dual p x ha',
    eval_add_dual p.derivative x ha']
  linear_combination p.derivative.derivative.eval x * u * w * b * ha
```

Setting $u=v=1$ and $w=0$ gives the expansion.

```lean
/-- Hyper-dual expansion: if `a² = b² = 0`, then
`p(x + a + b) = p(x) + p'(x) (a + b) + p''(x) ab` exactly. -/
theorem eval_add_add (p : R[X]) (x : R) {a b : R} (ha : a ^ 2 = 0) (hb : b ^ 2 = 0) :
    p.eval (x + a + b) =
      p.eval x + p.derivative.eval x * (a + b) + p.derivative.derivative.eval x * (a * b) := by
  have h := eval_hyperdual p x 1 1 0 ha hb
  simpa only [one_mul, zero_mul, add_zero, mul_zero, zero_add, mul_one] using h
```

In use, the coefficients are ordinary numbers while $a$ and $b$ live in a larger ring `S`. The ring homomorphism `f` carries the coefficients and the point $x$ into `S`; the auxiliary statement `key` says that evaluation at an ordinary number commutes with `f`.

```lean
/-- The hyper-dual expansion for a polynomial with coefficients in `R`, evaluated in a
commutative ring `S` that supplies the two infinitesimals. -/
theorem eval_map_add_add {S : Type*} [CommRing S] (f : R →+* S) (p : R[X]) (x : R) {a b : S}
    (ha : a ^ 2 = 0) (hb : b ^ 2 = 0) :
    (p.map f).eval (f x + a + b) =
      f (p.eval x) + f (p.derivative.eval x) * a + f (p.derivative.eval x) * b
        + f (p.derivative.derivative.eval x) * (a * b) := by
  -- at an ordinary number the evaluation stays ordinary
  have key : ∀ q : R[X], (q.map f).eval (f x) = f (q.eval x) :=
    fun q => by rw [eval_map, eval₂_at_apply]
  rw [eval_add_add _ _ ha hb, derivative_map, derivative_map, key, key, key]
  ring
```

The division rule takes the inverse `y` of `x` as a hypothesis; when `x` is an ordinary real number placed in the hyper-dual numbers constructed below, such an inverse exists exactly when $x \neq 0$.

```lean
/-- Division rule: if `y` is the inverse of `x`, then `x + a + b` has the inverse
`y - y² (a + b) + 2 y³ ab`. -/
theorem inverse_rule {x y a b : R} (hxy : x * y = 1) (ha : a ^ 2 = 0) (hb : b ^ 2 = 0) :
    (x + a + b) * (y - y ^ 2 * (a + b) + 2 * y ^ 3 * (a * b)) = 1 := by
  linear_combination (1 - (a + b) * y + 2 * (a * b) * y ^ 2) * hxy
    + (-y ^ 2 + 2 * y ^ 3 * b) * ha + (-y ^ 2 + 2 * y ^ 3 * a) * hb
```

## A ring in which the four coefficients can be read off

The expansion does not by itself deliver $p''(x)$: its hypotheses allow $ab = 0$, for instance when $a = 0$. The coefficients become readable in a ring whose elements are quadruples, with separate places for the ordinary part, the two first-order parts and the mixed part.

```lean
/-- A hyper-dual number: an ordinary part, two first-order parts and one mixed part. -/
@[ext] structure HyperDual (R : Type*) where
  val : R
  d₁ : R
  d₂ : R
  d₁₂ : R
```

Zero, negation and addition are taken component by component, and one is the quadruple $(1, 0, 0, 0)$. Multiplication is what results from multiplying out two expressions $x + ua + vb + w\,ab$ and deleting $a^2$ and $b^2$.

```lean
instance : Zero (HyperDual R) := ⟨⟨0, 0, 0, 0⟩⟩

instance : One (HyperDual R) := ⟨⟨1, 0, 0, 0⟩⟩

instance : Neg (HyperDual R) := ⟨fun x => ⟨-x.val, -x.d₁, -x.d₂, -x.d₁₂⟩⟩

instance : Add (HyperDual R) :=
  ⟨fun x y => ⟨x.val + y.val, x.d₁ + y.d₁, x.d₂ + y.d₂, x.d₁₂ + y.d₁₂⟩⟩

instance : Mul (HyperDual R) :=
  ⟨fun x y => ⟨x.val * y.val, x.val * y.d₁ + x.d₁ * y.val, x.val * y.d₂ + x.d₂ * y.val,
    x.val * y.d₁₂ + x.d₁ * y.d₂ + x.d₂ * y.d₁ + x.d₁₂ * y.val⟩⟩
```

The next theorem restates the sum and product as formulas, which the later proofs use for rewriting.

```lean
/-- Hyper-dual numbers add by components and multiply by the product rule. -/
theorem arith (x y : HyperDual R) :
    x + y = ⟨x.val + y.val, x.d₁ + y.d₁, x.d₂ + y.d₂, x.d₁₂ + y.d₁₂⟩ ∧
    x * y = ⟨x.val * y.val, x.val * y.d₁ + x.d₁ * y.val, x.val * y.d₂ + x.d₂ * y.val,
      x.val * y.d₁₂ + x.d₁ * y.d₂ + x.d₂ * y.d₁ + x.d₁₂ * y.val⟩ := ⟨rfl, rfl⟩
```

The ring laws are checked component by component. Those for multiplication reduce to identities in `R`, which `ring` or `simp` settles.

```lean
instance : CommRing (HyperDual R) where
  add_assoc x y z := by ext <;> exact add_assoc _ _ _
  zero_add x := by ext <;> exact zero_add _
  add_zero x := by ext <;> exact add_zero _
  add_comm x y := by ext <;> exact add_comm _ _
  neg_add_cancel x := by ext <;> exact neg_add_cancel _
  mul_assoc x y z := by ext <;> simp only [arith] <;> ring
  mul_comm x y := by ext <;> simp only [arith] <;> ring
  left_distrib x y z := by ext <;> simp only [arith] <;> ring
  right_distrib x y z := by ext <;> simp only [arith] <;> ring
  zero_mul x := by ext <;> simp [arith, show (0 : HyperDual R) = ⟨0, 0, 0, 0⟩ from rfl]
  mul_zero x := by ext <;> simp [arith, show (0 : HyperDual R) = ⟨0, 0, 0, 0⟩ from rfl]
  one_mul x := by ext <;> simp [arith, show (1 : HyperDual R) = ⟨1, 0, 0, 0⟩ from rfl]
  mul_one x := by ext <;> simp [arith, show (1 : HyperDual R) = ⟨1, 0, 0, 0⟩ from rfl]
  nsmul := nsmulRec
  zsmul := zsmulRec
```

The elements `e₁` and `e₂` take the places of $a$ and $b$. They are called units in the sense of the imaginary unit, not in the sense of invertible elements. The map `embed` places an ordinary number in the first component.

```lean
/-- The first infinitesimal unit. -/
def e₁ : HyperDual R := ⟨0, 1, 0, 0⟩

/-- The second infinitesimal unit. -/
def e₂ : HyperDual R := ⟨0, 0, 1, 0⟩

/-- Ordinary numbers as hyper-dual numbers without infinitesimal part. -/
def embed : R →+* HyperDual R where
  toFun r := ⟨r, 0, 0, 0⟩
  map_one' := rfl
  map_zero' := rfl
  map_mul' x y := by simp [arith]
  map_add' x y := by simp [arith]
```

Both units square to zero, and their product has a $1$ in the mixed component. It is therefore nonzero whenever $1 \neq 0$ in `R`.

```lean
/-- The two infinitesimal units square to zero, and their product is the unit of the
mixed part. -/
theorem units_witness :
    (e₁ : HyperDual R) ^ 2 = 0 ∧ (e₂ : HyperDual R) ^ 2 = 0 ∧
      (e₁ * e₂ : HyperDual R) = ⟨0, 0, 0, 1⟩ := by
  have h0 : (0 : HyperDual R) = ⟨0, 0, 0, 0⟩ := rfl
  refine ⟨?_, ?_, ?_⟩ <;> simp [pow_two, e₁, e₂, arith, h0]
```

Each quadruple is the corresponding combination of $1$, `e₁`, `e₂` and `e₁ * e₂`.

```lean
/-- The number with components `x, u, v, w` is `x + u e₁ + v e₂ + w e₁e₂`. -/
theorem hyper_eq (x u v w : R) :
    embed x + embed u * e₁ + embed v * e₂ + embed w * (e₁ * e₂) =
      (⟨x, u, v, w⟩ : HyperDual R) := by
  have he : ∀ r : R, embed r = (⟨r, 0, 0, 0⟩ : HyperDual R) := fun _ => rfl
  simp [he, arith, e₁, e₂]
```

The readout theorem joins the expansion to this identification. Evaluating $p$ at $x + e_1 + e_2$ returns $p(x)$ in `val`, $p'(x)$ in both `d₁` and `d₂`, and $p''(x)$ in `d₁₂`.

```lean
/-- Step-free differentiation: one evaluation of `p` at `x + e₁ + e₂` returns the hyper-dual
number with components `p(x)`, `p'(x)`, `p'(x)` and `p''(x)`. -/
theorem eval_seed (p : R[X]) (x : R) :
    (p.map embed).eval (embed x + e₁ + e₂) =
      (⟨p.eval x, p.derivative.eval x, p.derivative.eval x,
        p.derivative.derivative.eval x⟩ : HyperDual R) :=
  (eval_map_add_add embed p x units_witness.1 units_witness.2.1).trans (hyper_eq _ _ _ _)
```

The theorem concerns polynomials in exact arithmetic. Exponentials, square roots and floating-point rounding are not treated.

## The error of a finite step for a quartic

A central second difference can depend on its step $h$, although for polynomials of degree at most three it does not. For $x^4$ over the real numbers, the odd powers of $h$ cancel:

$$\frac{(x+h)^4 - 2x^4 + (x-h)^4}{h^2} = \frac{12x^2h^2 + 2h^4}{h^2} = 12x^2 + 2h^2 .$$

The second derivative is $12x^2$, so the error is exactly $2h^2$. The proof computes this derivative, clears the denominator using $h \neq 0$, and leaves a polynomial identity to `ring`.

```lean
/-- For the quartic `x⁴`, the central second difference with step `h ≠ 0` differs from the
second derivative by exactly `2h²`. -/
theorem central_difference_error (x h : ℝ) (hh : h ≠ 0) :
    ((x + h) ^ 4 - 2 * x ^ 4 + (x - h) ^ 4) / h ^ 2 =
      (derivative (derivative (X ^ 4 : ℝ[X]))).eval x + 2 * h ^ 2 := by
  have hd : (derivative (derivative (X ^ 4 : ℝ[X]))).eval x = 12 * x ^ 2 := by
    simp
    ring
  rw [hd, div_eq_iff (pow_ne_zero 2 hh)]
  ring

end

end HyperDualDerivatives
```

```lean
#print axioms HyperDualDerivatives.eval_hyperdual
#print axioms HyperDualDerivatives.inverse_rule
#print axioms HyperDualDerivatives.eval_seed
#print axioms HyperDualDerivatives.central_difference_error
```

```
'HyperDualDerivatives.eval_hyperdual' depends on axioms: [propext, Classical.choice, Quot.sound]
'HyperDualDerivatives.inverse_rule' depends on axioms: [propext, Quot.sound]
'HyperDualDerivatives.eval_seed' depends on axioms: [propext, Classical.choice, Quot.sound]
'HyperDualDerivatives.central_difference_error' depends on axioms: [propext, Classical.choice, Quot.sound]
```
